# Steepest descent with step t for the energy Σᵢ[a nᵢ²/2 + b(nᵢ₊₁ − nᵢ)²/(2h²)], with a > 0 and b ≥ 0, on an even periodic grid: every start decays to zero exactly when 0 < t < 2/(a + 4b/h²)

## Why does my step size fail when I refine the grid?

I describe a density deviation by its values \(n_i\) on a periodic grid of \(N\) points with spacing \(h\), \(N\) even, and I represent its gradient by the forward difference \((n_{i+1}-n_i)/h\). The energy is

\[
E(n)=\sum_i\left(\frac{a\,n_i^2}{2}+\frac{b\,(n_{i+1}-n_i)^2}{2h^2}\right),
\]

and I relax the deviation by repeating \(n\mapsto n-t\,\nabla E(n)\) with a fixed step \(t\). With \(a=b=1\) and \(t=0.1\), everything decays at \(h=0.5\). At \(h=0.25\) a constant deviation still decays, but a zigzag one explodes. The energy is a convex bowl in both cases, and its minimum is at zero. Which steps are safe for every start, and how must they change with \(h\)?

## The zigzag density sets the limit

The answer depends on what \(\nabla E\) means. Here it is the vector of plain partial derivatives \(\partial E/\partial n_i\) of a sum that carries no volume element. If you multiply the energy by \(h\) and still take plain partial derivatives, the gradient gains a factor \(h\) and the limit on \(t\) is divided by \(h\). If you then divide by \(h\) again, as for a functional derivative, you are back to the rule below.

For \(a>0\), \(b\ge 0\) and \(h>0\), write \(\Lambda=a+4b/h^2\). Every start tends to zero if and only if

\[
0<t<\frac{2}{\Lambda}=\frac{2h^2}{ah^2+4b}.
\]

In your example the limit is \(2/17\approx0.118\) at \(h=0.5\) and \(2/65\approx0.031\) at \(h=0.25\). Your step \(0.1\) lies between them. On the finer grid it multiplies a constant deviation by \(0.9\) and the zigzag by \(1-6.5=-5.5\).

**The gradient.** Move from \(n\) along a direction \(v\) by an amount \(s\). Expanding the squares gives

\[
E(n+sv)=E(n)+s\sum_i\left[a n_iv_i+\frac{b}{h^2}(n_{i+1}-n_i)(v_{i+1}-v_i)\right]+s^2E(v).
\]

By periodicity, \(\sum_i(n_{i+1}-n_i)v_{i+1}=\sum_i(n_i-n_{i-1})v_i\). The linear coefficient is therefore \(\sum_i g_iv_i\) with

\[
g_i=a n_i+\frac{b}{h^2}(2n_i-n_{i+1}-n_{i-1}),
\]

and \(g=\nabla E(n)\).

**Larger steps fail.** Take \(n_i=(-1)^i\). Since \(N\) is even, the pattern closes up around the ring and both neighbours of each point have the value \(-n_i\). Hence \(g_i=(a+4b/h^2)n_i=\Lambda n_i\), and \(k\) updates multiply this density by \((1-t\Lambda)^k\). That tends to zero only if \(|1-t\Lambda|<1\), which means \(0<t\Lambda<2\). Since \(\Lambda>0\), this is the stated range.

**Steps in the range work.** Set \(r=tb/h^2\) and \(p=1-ta-2r\). One update gives the new value

\[
n_i'=p\,n_i+r\,n_{i+1}+r\,n_{i-1}.
\]

Let \(M=\max_i|n_i|\). For \(t\ge0\) we have \(r\ge0\), so \(|n_i'|\le(|p|+2r)M\). If \(p\ge0\), then \(|p|+2r=1-ta\). If \(p<0\), then \(|p|+2r=ta+4r-1=t\Lambda-1\). In both cases the factor is at most

\[
q=\max\bigl(|1-ta|,\;|1-t\Lambda|\bigr).
\]

When \(0<t<2/\Lambda\), we have \(0<ta\le t\Lambda<2\), so \(q<1\). After \(k\) updates the largest deviation is at most \(q^kM\), which tends to zero.

**Scaling with the grid.** Let \(b>0\). The condition \(t(ah^2+4b)<2h^2\), with \(tah^2>0\), gives \(4bt<2h^2\), so

\[
t<\frac{h^2}{2b}.
\]

Each halving of the spacing divides this ceiling by four. Staying below the ceiling is necessary but not sufficient: the exact limit \(2/\Lambda\) is slightly smaller on a fine grid, and its ratio to the ceiling tends to 1 as \(h\to0\).

## What the Lean statement says

The main theorem is `descent_tendsto_zero_iff`. A density deviation is a function `n : ZMod N → ℝ`, and addition in `ZMod N` supplies the periodic boundary. The definitions `energy` and `energyGrad` are the formulas for \(E\) and \(g\), `descend` is one update, and `(descend a b h t)^[k] n` is the result of \(k\) updates. The left side of the equivalence says that for every `n` this sequence tends to the zero density. The right side is `0 < t ∧ t < 2 * h ^ 2 / (a * h ^ 2 + 4 * b)`. No sign of \(t\) is assumed beforehand.

The hypotheses have these meanings:

- `0 < a` says that a uniform deviation costs energy. At \(a=0\) a constant deviation would never move, whatever the step.
- `0 ≤ b` says that the squared-gradient term never lowers the energy. The value \(b=0\) is allowed and gives the purely local limit \(2/a\), which does not depend on \(h\).
- `Even N` makes the zigzag fit. The smallest grid is \(N=2\), where the two neighbours of a point coincide and the energy counts the squared difference between the two grid points twice.

For odd \(N\) and \(b>0\), a Fourier calculation that is separate from the code below shows that the limit on \(t\) is larger, by an amount that shrinks to zero as \(N\) grows at fixed \(h\).

A semilocal functional with a squared-gradient term, expanded to second order about a uniform stationary density and put on a one-dimensional grid, gives an energy of this form up to a constant and the volume element. Whether \(a>0\) and \(b\ge0\) hold depends on the functional and the density. The result thus bears on direct density relaxation in orbital-free calculations, but only for a one-dimensional quadratic model with constant coefficients, a fixed step and no preconditioning. The model also leaves out the Coulomb interaction of the density with itself, a fixed particle number and the requirement that the total density stay non-negative.

```lean
import Mathlib

open Filter Topology

namespace DensityGradientDescent

noncomputable section

/-- Energy of a density deviation `n` on a periodic grid of spacing `h ≠ 0`: a local quadratic
term of strength `a` and a squared-gradient term of strength `b`. -/
def energy {N : ℕ} [NeZero N] (a b h : ℝ) (n : ZMod N → ℝ) : ℝ :=
  ∑ i, (a * n i ^ 2 / 2 + b * (n (i + 1) - n i) ^ 2 / (2 * h ^ 2))

/-- `a` times the density minus `b / h ^ 2` times its second difference
`n (i + 1) - 2 * n i + n (i - 1)`, for grid spacing `h ≠ 0`. -/
def energyGrad {N : ℕ} (a b h : ℝ) (n : ZMod N → ℝ) : ZMod N → ℝ :=
  fun i => a * n i + b / h ^ 2 * (2 * n i - n (i + 1) - n (i - 1))

/-- One steepest-descent update of the density with step `t`, for grid spacing `h ≠ 0`. -/
def descend {N : ℕ} (a b h t : ℝ) (n : ZMod N → ℝ) : ZMod N → ℝ :=
  fun i => n i - t * energyGrad a b h n i

/-- The density that alternates between `1` and `-1` from point to point
when the number `N` of grid points is even. -/
def alternating (N : ℕ) : ZMod N → ℝ := fun i => (-1) ^ i.val

/-- Along a line `n + s v` the energy is an exact quadratic polynomial in `s`, whose linear
coefficient is the pairing of `energyGrad` with the direction `v`. -/
theorem energy_along_line {N : ℕ} [NeZero N] (a b h s : ℝ) (n v : ZMod N → ℝ) :
    energy a b h (fun i => n i + s * v i) =
      energy a b h n + s * ∑ i, energyGrad a b h n i * v i + s ^ 2 * energy a b h v := by
  -- periodicity: shift the summation index by one grid point
  have shift : ∑ i, (n (i + 1) - n i) * v (i + 1) = ∑ i, (n i - n (i - 1)) * v i :=
    Fintype.sum_equiv (Equiv.addRight (1 : ZMod N)) _ _ (fun i => by simp)
  -- summation by parts
  have key : ∑ i, energyGrad a b h n i * v i =
      ∑ i, (a * n i * v i + b / h ^ 2 * ((n (i + 1) - n i) * (v (i + 1) - v i))) := by
    calc ∑ i, energyGrad a b h n i * v i
        = ∑ i, (a * n i * v i - b / h ^ 2 * ((n (i + 1) - n i) * v i))
            + b / h ^ 2 * ∑ i, (n i - n (i - 1)) * v i := by
          rw [Finset.mul_sum, ← Finset.sum_add_distrib]
          refine Finset.sum_congr rfl fun i _ => ?_
          simp only [energyGrad]
          ring
      _ = _ := by
          rw [← shift, Finset.mul_sum, ← Finset.sum_add_distrib]
          refine Finset.sum_congr rfl fun i _ => ?_
          ring
  rw [key]
  simp only [energy]
  rw [Finset.mul_sum, Finset.mul_sum, ← Finset.sum_add_distrib, ← Finset.sum_add_distrib]
  refine Finset.sum_congr rfl fun i _ => ?_
  ring

/-- `energyGrad` is the gradient of the energy: its pairing with any direction `v` is the
derivative of the energy in that direction. -/
theorem hasDerivAt_energy {N : ℕ} [NeZero N] (a b h : ℝ) (n v : ZMod N → ℝ) :
    HasDerivAt (fun s : ℝ => energy a b h (fun i => n i + s * v i))
      (∑ i, energyGrad a b h n i * v i) 0 := by
  rw [funext fun s => energy_along_line a b h s n v]
  have h1 := ((hasDerivAt_id' (0 : ℝ)).mul_const
    (∑ i, energyGrad a b h n i * v i)).const_add (energy a b h n)
  have h2 := (hasDerivAt_pow 2 (0 : ℝ)).mul_const (energy a b h v)
  exact (h1.add h2).congr_deriv (by simp)

/-- For `b ≥ 0` and `t ≥ 0`, one update multiplies the largest deviation on the grid by at most
the larger of `|1 - t a|` and `|1 - t (a + 4 b / h²)|`. -/
theorem norm_descend_le {N : ℕ} [NeZero N] {a b h t : ℝ} (hb : 0 ≤ b) (ht : 0 ≤ t)
    (n : ZMod N → ℝ) :
    ‖descend a b h t n‖ ≤ max |1 - t * a| |1 - t * (a + 4 * b / h ^ 2)| * ‖n‖ := by
  obtain ⟨r, hr⟩ : ∃ r, r = t * (b / h ^ 2) := ⟨_, rfl⟩
  obtain ⟨p, hp⟩ : ∃ p, p = 1 - t * a - 2 * r := ⟨_, rfl⟩
  have hr0 : 0 ≤ r := by rw [hr]; positivity
  have hL : t * (a + 4 * b / h ^ 2) = t * a + 4 * r := by rw [hr]; ring
  rw [hL]
  -- the absolute weights of the three-point stencil add up to at most the claimed factor
  have hq : |p| + 2 * r ≤ max |1 - t * a| |1 - (t * a + 4 * r)| := by
    rcases abs_cases p with ⟨e, _⟩ | ⟨e, _⟩
    · exact le_trans (by linarith [le_abs_self (1 - t * a)]) (le_max_left _ _)
    · exact le_trans (by linarith [neg_abs_le (1 - (t * a + 4 * r))]) (le_max_right _ _)
  have hM := mul_le_mul_of_nonneg_right hq (norm_nonneg n)
  have hn : ∀ j, |n j| ≤ ‖n‖ := fun j => norm_le_pi_norm n j
  have hside : ∀ j, |r * n j| ≤ r * ‖n‖ := fun j => by
    rw [abs_mul, abs_of_nonneg hr0]
    exact mul_le_mul_of_nonneg_left (hn j) hr0
  refine (pi_norm_le_iff_of_nonneg (by positivity)).mpr fun i => ?_
  have hmid : |p * n i| ≤ |p| * ‖n‖ := by
    rw [abs_mul]
    exact mul_le_mul_of_nonneg_left (hn i) (abs_nonneg p)
  have e : descend a b h t n i = p * n i + r * n (i + 1) + r * n (i - 1) := by
    simp only [descend, energyGrad]
    rw [hp, hr]
    ring
  rw [e, Real.norm_eq_abs, abs_le]
  have h1 := abs_le.mp hmid
  have h2 := abs_le.mp (hside (i + 1))
  have h3 := abs_le.mp (hside (i - 1))
  constructor <;> linarith [h1.1, h1.2, h2.1, h2.2, h3.1, h3.2]

/-- On a periodic grid with an even number of points, the alternating density changes sign
from each point to the next. -/
theorem alternating_succ {N : ℕ} [NeZero N] (hN : Even N) (i : ZMod N) :
    alternating N (i + 1) = -alternating N i := by
  have hpar : (i + 1).val % 2 = (i.val + 1) % 2 := by
    rw [ZMod.val_add, ZMod.val_one_eq_one_mod, Nat.add_mod_mod,
      Nat.mod_mod_of_dvd _ hN.two_dvd]
  simp only [alternating]
  rcases Nat.even_or_odd i.val with he | ho
  · have h1 : Odd (i + 1).val := by
      rw [Nat.odd_iff]
      rw [Nat.even_iff] at he
      omega
    rw [he.neg_one_pow, h1.neg_one_pow]
  · have h1 : Even (i + 1).val := by
      rw [Nat.even_iff]
      rw [Nat.odd_iff] at ho
      omega
    rw [ho.neg_one_pow, h1.neg_one_pow, neg_neg]

/-- On an even periodic grid, `k` updates multiply the alternating density by the `k`-th power
of `1 - t (a + 4 b / h²)`. -/
theorem iterate_alternating {N : ℕ} [NeZero N] (hN : Even N) (a b h t : ℝ) (k : ℕ) :
    (descend a b h t)^[k] (alternating N) =
      (1 - t * (a + 4 * b / h ^ 2)) ^ k • alternating N := by
  induction k with
  | zero => simp
  | succ k ih =>
    rw [Function.iterate_succ_apply', ih]
    funext i
    have hpred : alternating N (i - 1) = -alternating N i := by
      have := alternating_succ hN (i - 1)
      rw [sub_add_cancel] at this
      linarith
    simp only [descend, energyGrad, Pi.smul_apply, smul_eq_mul, alternating_succ hN, hpred]
    ring

/-- On an even periodic grid of spacing `h > 0`, with `a > 0` and `b ≥ 0`, steepest descent tends
to zero from every starting density if and only if `0 < t < 2 h² / (a h² + 4 b)`, a bound equal
to `2 / (a + 4 b / h²)`. -/
theorem descent_tendsto_zero_iff {N : ℕ} [NeZero N] (hN : Even N) {a b h t : ℝ}
    (ha : 0 < a) (hb : 0 ≤ b) (hh : 0 < h) :
    (∀ n : ZMod N → ℝ, Tendsto (fun k : ℕ => (descend a b h t)^[k] n) atTop (𝓝 0)) ↔
      0 < t ∧ t < 2 * h ^ 2 / (a * h ^ 2 + 4 * b) := by
  have hh2 : 0 < h ^ 2 := by positivity
  have hc : 0 ≤ 4 * b / h ^ 2 := by positivity
  have hL : 0 < a + 4 * b / h ^ 2 := by linarith
  have hcancel : 4 * b / h ^ 2 * h ^ 2 = 4 * b := div_mul_cancel₀ _ hh2.ne'
  have e : t * (a * h ^ 2 + 4 * b) = t * (a + 4 * b / h ^ 2) * h ^ 2 := by
    linear_combination (-t) * hcancel
  rw [lt_div_iff₀ (by positivity), e]
  constructor
  · intro H
    -- the alternating density alone forces the bound
    have h0 := tendsto_pi_nhds.mp (H (alternating N)) 0
    have halt : alternating N 0 = 1 := by simp [alternating]
    simp only [iterate_alternating hN, Pi.smul_apply, smul_eq_mul, halt, mul_one,
      Pi.zero_apply] at h0
    have h1 := abs_lt.mp (tendsto_pow_atTop_nhds_zero_iff.mp h0)
    exact ⟨(mul_pos_iff_of_pos_right hL).mp (by linarith [h1.2]),
      mul_lt_mul_of_pos_right (by linarith [h1.1]) hh2⟩
  · rintro ⟨ht, hlt⟩ n
    have h2 : t * (a + 4 * b / h ^ 2) < 2 := lt_of_mul_lt_mul_right hlt hh2.le
    have hta : 0 < t * a := mul_pos ht ha
    have htc : 0 ≤ t * (4 * b / h ^ 2) := mul_nonneg ht.le hc
    obtain ⟨q, hq⟩ : ∃ q, q = max |1 - t * a| |1 - t * (a + 4 * b / h ^ 2)| := ⟨_, rfl⟩
    have hq0 : 0 ≤ q := by rw [hq]; exact le_trans (abs_nonneg _) (le_max_left _ _)
    have hq1 : q < 1 := by
      rw [hq]
      refine max_lt (abs_lt.mpr ⟨?_, ?_⟩) (abs_lt.mpr ⟨?_, ?_⟩) <;> linarith
    -- every update contracts the largest deviation by the factor q
    have hk : ∀ k : ℕ, ‖(descend a b h t)^[k] n‖ ≤ q ^ k * ‖n‖ := by
      intro k
      induction k with
      | zero => simp
      | succ k ih =>
        rw [Function.iterate_succ_apply']
        have h3 := norm_descend_le (a := a) (h := h) hb ht.le ((descend a b h t)^[k] n)
        rw [← hq] at h3
        calc _ ≤ q * ‖(descend a b h t)^[k] n‖ := h3
          _ ≤ q * (q ^ k * ‖n‖) := mul_le_mul_of_nonneg_left ih hq0
          _ = q ^ (k + 1) * ‖n‖ := by ring
    have hlim := (tendsto_pow_atTop_nhds_zero_of_lt_one hq0 hq1).mul_const ‖n‖
    rw [zero_mul] at hlim
    exact squeeze_zero_norm hk hlim

/-- On an even periodic grid of spacing `h > 0`, with `a > 0` and `b > 0`, a step for which
steepest descent tends to zero from every start is smaller than `h² / (2 b)`. -/
theorem step_lt_of_tendsto_zero {N : ℕ} [NeZero N] (hN : Even N) {a b h t : ℝ}
    (ha : 0 < a) (hb : 0 < b) (hh : 0 < h)
    (H : ∀ n : ZMod N → ℝ, Tendsto (fun k : ℕ => (descend a b h t)^[k] n) atTop (𝓝 0)) :
    t < h ^ 2 / (2 * b) := by
  obtain ⟨ht, hlt⟩ := (descent_tendsto_zero_iff hN ha hb.le hh).mp H
  rw [lt_div_iff₀ (by positivity)] at hlt ⊢
  have hpos : 0 < t * a * h ^ 2 := by positivity
  linarith

end

end DensityGradientDescent
```

```lean
#print axioms DensityGradientDescent.hasDerivAt_energy
-- 'DensityGradientDescent.hasDerivAt_energy' depends on axioms: [propext, Classical.choice, Quot.sound]
#print axioms DensityGradientDescent.step_lt_of_tendsto_zero
-- 'DensityGradientDescent.step_lt_of_tendsto_zero' depends on axioms: [propext, Classical.choice, Quot.sound]
```

## From the stencil to the equivalence

`energy_along_line` is the expansion of \(E(n+sv)\). Its step `shift` moves the summation index by one grid point, `key` is the summation by parts, and `ring` then compares the two sides term by term. `hasDerivAt_energy` differentiates the resulting quadratic polynomial at \(s=0\). This ties `energyGrad` to `energy`: the formula used in the descent is shown to give the derivative in every direction.

`norm_descend_le` is the bound by \(q\). The norm on `ZMod N → ℝ` is the largest absolute value on the grid, which is \(M\) above. The step `hq` splits on the sign of \(p\) with `abs_cases`, as in the derivation. `hmid` and `hside` bound the central and neighbouring contributions, and `linarith` adds them. This lemma holds for odd grids too.

`alternating_succ` proves the sign change from each point to the next. Its parity argument includes the passage from the last point back to the first, where evenness is needed. `iterate_alternating` then obtains the factor \((1-t\Lambda)^k\) by induction on \(k\).

In the main theorem, `lt_div_iff₀` first clears the denominator of the threshold. For necessity, the convergence hypothesis is applied to the alternating density and read off at grid point 0, where that density equals 1. The powers of \(1-t\Lambda\) must then tend to zero, and `tendsto_pow_atTop_nhds_zero_iff` turns this into \(|1-t\Lambda|<1\). For sufficiency, `hq1` proves \(q<1\), `hk` iterates the one-step bound, and `squeeze_zero_norm` concludes from \(q^kM\to0\).

`step_lt_of_tendsto_zero` takes the upper bound on \(t\) from the equivalence and discards the positive term \(tah^2\), which leaves the ceiling \(h^2/(2b)\).
